# Thermodynamic integration on a finite state space: $F' = \langle \Delta U\rangle$, $F'' = -\beta\,\mathrm{Var}(\Delta U)$, and endpoint quadrature bounds

For a finite set of states $x$ with energy $U_0(x) + \lambda\,\Delta U(x)$ at real coupling $\lambda$ and inverse temperature $\beta > 0$, the free energy $F(\lambda)$ has first derivative equal to the canonical mean $\langle \Delta U\rangle_\lambda$ and second derivative equal to $-\beta$ times the canonical variance of $\Delta U$. Free-energy differences are therefore integrals of $\langle \Delta U\rangle_\lambda$, and on any strictly increasing grid of couplings the right- and left-endpoint sums of this integrand enclose the exact difference, strictly when $\Delta U$ is not constant and there is at least one window.

```lean
import Mathlib

open Finset

namespace ThermodynamicIntegration

noncomputable section

variable {S : Type*} [Fintype S] (β : ℝ) (U0 dU : S → ℝ)

/-- Boltzmann weight of state `x` for the coupled potential `U0 + lam dU`. -/
def weight (lam : ℝ) (x : S) : ℝ := Real.exp (-β * (U0 x + lam * dU x))

/-- Partition function at coupling `lam`. -/
def partition (lam : ℝ) : ℝ := ∑ x, weight β U0 dU lam x

/-- Canonical average of the observable `A` at coupling `lam`. -/
def avg (lam : ℝ) (A : S → ℝ) : ℝ :=
  (∑ x, A x * weight β U0 dU lam x) / partition β U0 dU lam

/-- Canonical variance of the perturbation `dU` at coupling `lam`. -/
def variance (lam : ℝ) : ℝ :=
  avg β U0 dU lam (fun x => (dU x - avg β U0 dU lam dU) ^ 2)

/-- Free energy `-kT ln Z` at coupling `lam`, with `kT = 1 / β`. -/
def freeEnergy (lam : ℝ) : ℝ := -(1 / β) * Real.log (partition β U0 dU lam)

/-- The coupling derivative of the Boltzmann sum of `A` is `-β` times the
Boltzmann sum of `A dU`. -/
theorem hasDerivAt_boltzmannSum (A : S → ℝ) (lam : ℝ) :
    HasDerivAt (fun l => ∑ x, A x * weight β U0 dU l x)
      (-β * ∑ x, A x * dU x * weight β U0 dU lam x) lam := by
  have hw : ∀ x, HasDerivAt (fun l => weight β U0 dU l x)
      (weight β U0 dU lam x * (-β * dU x)) lam := by
    intro x
    have h0 := (((hasDerivAt_id' lam).mul_const (dU x)).const_add (U0 x)).const_mul (-β)
    have h : HasDerivAt (fun l => -β * (U0 x + l * dU x)) (-β * dU x) lam :=
      h0.congr_deriv (by ring)
    exact h.exp
  have h := HasDerivAt.fun_sum (u := univ) (fun x _ => (hw x).const_mul (A x))
  refine h.congr_deriv ?_
  rw [Finset.mul_sum]
  exact Finset.sum_congr rfl fun x _ => by ring

variable [Nonempty S]

/-- The partition function is positive. -/
theorem partition_pos (lam : ℝ) : 0 < partition β U0 dU lam :=
  Finset.sum_pos (fun _ _ => Real.exp_pos _) Finset.univ_nonempty

/-- The coupling derivative of `⟨A⟩` is `-β (⟨A dU⟩ - ⟨A⟩⟨dU⟩)`. -/
theorem hasDerivAt_avg (A : S → ℝ) (lam : ℝ) :
    HasDerivAt (fun l => avg β U0 dU l A)
      (-β * (avg β U0 dU lam (fun x => A x * dU x)
        - avg β U0 dU lam A * avg β U0 dU lam dU)) lam := by
  have hne := (partition_pos β U0 dU lam).ne'
  have h1 := hasDerivAt_boltzmannSum β U0 dU (fun _ => 1) lam
  simp only [one_mul] at h1
  have hZ : HasDerivAt (fun l => partition β U0 dU l)
      (-β * ∑ x, dU x * weight β U0 dU lam x) lam := h1
  -- quotient rule
  have h := (hasDerivAt_boltzmannSum β U0 dU A lam).fun_div hZ hne
  have key : ∀ a b c z : ℝ, z ≠ 0 →
      (-β * a * z - b * (-β * c)) / z ^ 2 = -β * (a / z - b / z * (c / z)) := by
    intro a b c z hz
    field_simp
    ring
  exact h.congr_deriv (key _ _ _ _ hne)

/-- The coupling derivative of `⟨dU⟩` is `-β Var(dU)`. -/
theorem hasDerivAt_mean (lam : ℝ) :
    HasDerivAt (fun l => avg β U0 dU l dU) (-β * variance β U0 dU lam) lam := by
  have hne := (partition_pos β U0 dU lam).ne'
  -- expand the square inside the Boltzmann sum
  have hsum : ∀ m : ℝ, ∑ x, (dU x - m) ^ 2 * weight β U0 dU lam x
      = ∑ x, dU x * dU x * weight β U0 dU lam x
        - 2 * m * ∑ x, dU x * weight β U0 dU lam x + m ^ 2 * partition β U0 dU lam := by
    intro m
    simp only [partition, Finset.mul_sum, ← Finset.sum_sub_distrib, ← Finset.sum_add_distrib]
    exact Finset.sum_congr rfl fun x _ => by ring
  have key : ∀ a n z : ℝ, z ≠ 0 →
      (a - 2 * (n / z) * n + (n / z) ^ 2 * z) / z = a / z - n / z * (n / z) := by
    intro a n z hz
    field_simp
    ring
  have hv : variance β U0 dU lam = avg β U0 dU lam (fun x => dU x * dU x)
      - avg β U0 dU lam dU * avg β U0 dU lam dU :=
    calc variance β U0 dU lam
        = (∑ x, (dU x - avg β U0 dU lam dU) ^ 2 * weight β U0 dU lam x)
          / partition β U0 dU lam := rfl
      _ = _ := by rw [hsum]; exact key _ _ _ hne
  rw [hv]
  exact hasDerivAt_avg β U0 dU dU lam

/-- First coupling derivative of the free energy for `β ≠ 0`: `F'(lam) = ⟨dU⟩_lam`. -/
theorem hasDerivAt_freeEnergy (hβ : β ≠ 0) (lam : ℝ) :
    HasDerivAt (freeEnergy β U0 dU) (avg β U0 dU lam dU) lam := by
  have hne := (partition_pos β U0 dU lam).ne'
  have h1 := hasDerivAt_boltzmannSum β U0 dU (fun _ => 1) lam
  simp only [one_mul] at h1
  have hZ : HasDerivAt (fun l => partition β U0 dU l)
      (-β * ∑ x, dU x * weight β U0 dU lam x) lam := h1
  have h := (hZ.log hne).const_mul (-(1 / β))
  have key : ∀ n z : ℝ, -(1 / β) * (-β * n / z) = n / z := by
    intro n z
    calc -(1 / β) * (-β * n / z) = (β * β⁻¹) * (n / z) := by ring
      _ = n / z := by rw [mul_inv_cancel₀ hβ, one_mul]
  exact h.congr_deriv (key _ _)

/-- Second coupling derivative of the free energy for `β ≠ 0`: `F''(lam) = -β Var_lam(dU)`. -/
theorem hasDerivAt_deriv_freeEnergy (hβ : β ≠ 0) (lam : ℝ) :
    HasDerivAt (deriv (freeEnergy β U0 dU)) (-β * variance β U0 dU lam) lam := by
  have h : deriv (freeEnergy β U0 dU) = fun l => avg β U0 dU l dU :=
    funext fun l => (hasDerivAt_freeEnergy β U0 dU hβ l).deriv
  rw [h]
  exact hasDerivAt_mean β U0 dU lam

/-- Thermodynamic integration for `β ≠ 0`: the free-energy difference between couplings `a` and `b`
is the integral of `⟨dU⟩_lam` from `a` to `b`. -/
theorem thermodynamic_integration (hβ : β ≠ 0) (a b : ℝ) :
    freeEnergy β U0 dU b - freeEnergy β U0 dU a = ∫ l in a..b, avg β U0 dU l dU := by
  have hc : Continuous fun l => avg β U0 dU l dU :=
    continuous_iff_continuousAt.2 fun l => (hasDerivAt_mean β U0 dU l).continuousAt
  exact (intervalIntegral.integral_eq_sub_of_hasDerivAt
    (fun l _ => hasDerivAt_freeEnergy β U0 dU hβ l) (hc.intervalIntegrable a b)).symm

/-- The variance of `dU` is nonnegative, and positive exactly when `dU` is not constant. -/
theorem variance_nonneg_and_pos_iff (lam : ℝ) :
    0 ≤ variance β U0 dU lam ∧ (0 < variance β U0 dU lam ↔ ∃ x y, dU x ≠ dU y) := by
  have hZ := partition_pos β U0 dU lam
  have hw : ∀ x, 0 < weight β U0 dU lam x := fun x => Real.exp_pos _
  have hnn : ∀ x ∈ (univ : Finset S),
      0 ≤ (dU x - avg β U0 dU lam dU) ^ 2 * weight β U0 dU lam x :=
    fun x _ => mul_nonneg (sq_nonneg _) (hw x).le
  refine ⟨div_nonneg (Finset.sum_nonneg hnn) hZ.le, fun hpos => ?_, ?_⟩
  · by_contra hcon
    have hc : ∀ x y, dU x = dU y := fun x y => by
      by_contra hxy
      exact hcon ⟨x, y, hxy⟩
    -- a constant perturbation equals its mean
    have hm : ∀ x, avg β U0 dU lam dU = dU x := by
      intro x
      refine (div_eq_iff hZ.ne').2 ?_
      unfold partition
      rw [Finset.mul_sum]
      exact Finset.sum_congr rfl fun y _ => by rw [hc y x]
    have h0 : ∑ x, (dU x - avg β U0 dU lam dU) ^ 2 * weight β U0 dU lam x = 0 :=
      Finset.sum_eq_zero fun x _ => by rw [hm x]; ring
    have hv : variance β U0 dU lam = 0 := div_eq_zero_iff.2 (Or.inl h0)
    exact hpos.ne' hv
  · rintro ⟨x, y, hxy⟩
    -- one of the two states deviates from the mean
    have hz : ∃ z, dU z - avg β U0 dU lam dU ≠ 0 := by
      by_cases hx : dU x - avg β U0 dU lam dU = 0
      · exact ⟨y, fun hy => hxy (by linarith)⟩
      · exact ⟨x, hx⟩
    obtain ⟨z, hz⟩ := hz
    exact div_pos (Finset.sum_pos' hnn
      ⟨z, Finset.mem_univ z, mul_pos (by positivity) (hw z)⟩) hZ

/-- At positive `β` the integrand `⟨dU⟩_lam` is non-increasing in `lam`, and strictly
decreasing exactly when `dU` is not constant. -/
theorem mean_antitone (hβ : 0 < β) :
    Antitone (fun l => avg β U0 dU l dU) ∧
      (StrictAnti (fun l => avg β U0 dU l dU) ↔ ∃ x y, dU x ≠ dU y) := by
  have hd := hasDerivAt_mean β U0 dU
  have hv := variance_nonneg_and_pos_iff β U0 dU
  have hdiff : Differentiable ℝ fun l => avg β U0 dU l dU := fun l => (hd l).differentiableAt
  refine ⟨antitone_of_deriv_nonpos hdiff fun l => ?_, fun hs => ?_,
    fun hnc => strictAnti_of_deriv_neg fun l => ?_⟩
  · rw [(hd l).deriv]
    have := mul_nonneg hβ.le (hv l).1
    linarith
  · by_contra hcon
    have hmono : Monotone fun l => avg β U0 dU l dU :=
      monotone_of_deriv_nonneg hdiff fun l => by
        rw [(hd l).deriv]
        have h1 : variance β U0 dU l ≤ 0 := not_lt.1 fun h => hcon ((hv l).2.1 h)
        nlinarith
    exact not_lt_of_ge (hmono zero_le_one) (hs zero_lt_one)
  · rw [(hd l).deriv]
    have := mul_pos hβ ((hv l).2.2 hnc)
    linarith

/-- At positive `β` and on a strictly increasing coupling grid `t`, the right- and left-endpoint quadrature sums of
`⟨dU⟩` over `n` windows bound `F(t n) - F(t 0)` from below and above, strictly if `dU` is not
constant and `n > 0`. -/
theorem quadrature_bracket (hβ : 0 < β) (t : ℕ → ℝ) (ht : StrictMono t) (n : ℕ) :
    let lower := ∑ k ∈ range n, (t (k + 1) - t k) * avg β U0 dU (t (k + 1)) dU
    let upper := ∑ k ∈ range n, (t (k + 1) - t k) * avg β U0 dU (t k) dU
    let dF := freeEnergy β U0 dU (t n) - freeEnergy β U0 dU (t 0)
    (lower ≤ dF ∧ dF ≤ upper) ∧
      ((∃ x y, dU x ≠ dU y) → 0 < n → lower < dF ∧ dF < upper) := by
  intro lower upper dF
  have hF := hasDerivAt_freeEnergy β U0 dU hβ.ne'
  have hpos : ∀ k, 0 < t (k + 1) - t k := fun k => sub_pos.2 (ht (Nat.lt_succ_self k))
  -- mean value theorem in each window
  have step : ∀ k, ∃ c, t k < c ∧ c < t (k + 1) ∧
      freeEnergy β U0 dU (t (k + 1)) - freeEnergy β U0 dU (t k)
        = (t (k + 1) - t k) * avg β U0 dU c dU := by
    intro k
    obtain ⟨c, hc, h⟩ := exists_hasDerivAt_eq_slope (freeEnergy β U0 dU)
      (fun l => avg β U0 dU l dU) (ht (Nat.lt_succ_self k))
      (fun l _ => (hF l).continuousAt.continuousWithinAt) (fun l _ => hF l)
    exact ⟨c, hc.1, hc.2, (((eq_div_iff (hpos k).ne').1 h).symm).trans (mul_comm _ _)⟩
  choose c hc1 hc2 hc3 using step
  -- telescoping over the windows
  have htel : dF = ∑ k ∈ range n, (t (k + 1) - t k) * avg β U0 dU (c k) dU :=
    (Finset.sum_range_sub (fun k => freeEnergy β U0 dU (t k)) n).symm.trans
      (Finset.sum_congr rfl fun k _ => hc3 k)
  obtain ⟨ha, hs⟩ := mean_antitone β U0 dU hβ
  rw [htel]
  refine ⟨⟨Finset.sum_le_sum fun k _ => mul_le_mul_of_nonneg_left (ha (hc2 k).le) (hpos k).le,
    Finset.sum_le_sum fun k _ => mul_le_mul_of_nonneg_left (ha (hc1 k).le) (hpos k).le⟩, ?_⟩
  intro hnc hn
  have hne : (range n).Nonempty := ⟨0, Finset.mem_range.2 hn⟩
  exact ⟨Finset.sum_lt_sum_of_nonempty hne fun k _ =>
      mul_lt_mul_of_pos_left (hs.2 hnc (hc2 k)) (hpos k),
    Finset.sum_lt_sum_of_nonempty hne fun k _ =>
      mul_lt_mul_of_pos_left (hs.2 hnc (hc1 k)) (hpos k)⟩

end

end ThermodynamicIntegration
```

```lean
#print axioms ThermodynamicIntegration.hasDerivAt_deriv_freeEnergy
#print axioms ThermodynamicIntegration.thermodynamic_integration
#print axioms ThermodynamicIntegration.quadrature_bracket
```

```
'ThermodynamicIntegration.hasDerivAt_deriv_freeEnergy' depends on axioms: [propext, Classical.choice, Quot.sound]
'ThermodynamicIntegration.thermodynamic_integration' depends on axioms: [propext, Classical.choice, Quot.sound]
'ThermodynamicIntegration.quadrature_bracket' depends on axioms: [propext, Classical.choice, Quot.sound]
```

## What the statements say

The type `S` is the finite set $S$ of states, and `[Nonempty S]` says that it has at least one element. The functions `U0` and `dU` are the reference energy $U_0$ and the perturbation $\Delta U$, both arbitrary real functions on $S$. The real number `lam` is $\lambda$, and `β` is $\beta = 1/kT$, with $k$ Boltzmann's constant and $T$ the temperature. For an observable $A : S \to \mathbb{R}$ the five definitions `weight`, `partition`, `avg`, `variance` and `freeEnergy` are

$$w_\lambda(x) = e^{-\beta\,(U_0(x) + \lambda \Delta U(x))}, \qquad Z(\lambda) = \sum_x w_\lambda(x), \qquad \langle A\rangle_\lambda = \frac{\sum_x A(x)\, w_\lambda(x)}{Z(\lambda)},$$

$$\mathrm{Var}_\lambda(\Delta U) = \big\langle (\Delta U - \langle \Delta U\rangle_\lambda)^2 \big\rangle_\lambda, \qquad F(\lambda) = -\frac{1}{\beta}\ln Z(\lambda).$$

The weights are unnormalised; the probability of state $x$ is $w_\lambda(x)/Z(\lambda)$, and the division by $Z$ sits inside `avg`.

`HasDerivAt f d lam` says that `f` is differentiable at `lam` with derivative `d`. For every real $\beta$, `hasDerivAt_avg` gives $\frac{d}{d\lambda}\langle A\rangle_\lambda = -\beta\,(\langle A\,\Delta U\rangle_\lambda - \langle A\rangle_\lambda\langle \Delta U\rangle_\lambda)$ for an observable that does not itself depend on $\lambda$, and `hasDerivAt_mean` is the case $A = \Delta U$. Under $\beta \neq 0$, `hasDerivAt_freeEnergy` and `hasDerivAt_deriv_freeEnergy` give $F' = \langle \Delta U\rangle_\lambda$ and $F'' = -\beta\,\mathrm{Var}_\lambda(\Delta U)$, and `thermodynamic_integration` gives

$$F(b) - F(a) = \int_a^b \langle \Delta U\rangle_\lambda\, d\lambda$$

for all real $a$ and $b$ in either order, the integral being oriented. The value $\beta = 0$ is excluded because Lean reads $1/0$ as $0$, which makes `freeEnergy` identically zero while the mean of $\Delta U$ need not vanish.

"Not constant" is written `∃ x y, dU x ≠ dU y`. The variance is nonnegative, and positive exactly under this condition. For $\beta > 0$, `mean_antitone` says that $\lambda \mapsto \langle \Delta U\rangle_\lambda$ is non-increasing, and strictly decreasing exactly when $\Delta U$ is not constant.

In `quadrature_bracket` the grid is a strictly increasing sequence $t_0 < t_1 < \dots$ of couplings, `t`, and $n$ is the number of windows $[t_k, t_{k+1}]$, with $k = 0, \dots, n-1$ as in `range n`. For $\beta > 0$,

$$\sum_{k=0}^{n-1} (t_{k+1} - t_k)\,\langle \Delta U\rangle_{t_{k+1}} \;\le\; F(t_n) - F(t_0) \;\le\; \sum_{k=0}^{n-1} (t_{k+1} - t_k)\,\langle \Delta U\rangle_{t_k},$$

where the left side is `lower`, the middle `dF` and the right side `upper`. Both inequalities are strict if $\Delta U$ is not constant and $n > 0$. The sequence is indexed by all natural numbers, but only $t_0, \dots, t_n$ enter, and a finite increasing grid can be continued with unit steps. For $n = 0$ all three quantities are zero. For a single state $\Delta U$ is constant, and only the non-strict part has content. The choice $t_k = k$, $n = 1$ yields $\langle \Delta U\rangle_1 \le F(1) - F(0) \le \langle \Delta U\rangle_0$, the Gibbs–Bogoliubov pair of bounds in its classical, finite form; it is an instance of the theorem and has no statement of its own.

## The physics encoded

In first-principles molecular dynamics $U_0$ can be an inexpensive reference potential and $U_0 + \Delta U$ the electronic-structure energy surface, and the theorems describe how averages of the potential-energy difference $\Delta U$ taken at a few couplings relate to $F(1) - F(0)$, for a finite set of classical configurations, linear coupling and exact averages. General thermodynamic integration allows any smooth path $U(\lambda)$ and integrates $\langle \partial U/\partial\lambda\rangle_\lambda$. Linear coupling makes $\partial U/\partial\lambda = \Delta U$ independent of $\lambda$, and the variance formula and the monotonicity below both use this.

Continuous configuration spaces, nonlinear couplings such as soft-core potentials, and quantum Hamiltonians whose reference and perturbation do not commute lie beyond the model. So does statistical error: the bracket holds for the exact $\langle \Delta U\rangle_{t_k}$, and estimates from finite trajectories need not satisfy it. No rate at which the two sums approach each other under grid refinement is stated.

## Why it is true

Write $N_A(\lambda) = \sum_x A(x)\,w_\lambda(x)$, so that $Z = N_1$ and $\langle A\rangle_\lambda = N_A/Z$. The exponent of $w_\lambda(x)$ is linear in $\lambda$ with slope $-\beta\,\Delta U(x)$, so $\partial_\lambda w_\lambda(x) = -\beta\,\Delta U(x)\,w_\lambda(x)$. The sum is finite and can be differentiated term by term:

$$N_A' = -\beta\, N_{A\,\Delta U}, \qquad Z' = -\beta\, N_{\Delta U}.$$

In `hasDerivAt_boltzmannSum`, `hw` is the chain rule for one weight through `h.exp`, and `HasDerivAt.fun_sum` adds the terms. Each weight is a positive exponential and there is at least one, so $Z > 0$; this is `partition_pos`.

The quotient rule gives

$$\frac{d\langle A\rangle_\lambda}{d\lambda} = \frac{-\beta N_{A\,\Delta U}\, Z + \beta N_A N_{\Delta U}}{Z^2} = -\beta\left(\frac{N_{A\,\Delta U}}{Z} - \frac{N_A}{Z}\,\frac{N_{\Delta U}}{Z}\right).$$

In `hasDerivAt_avg`, `hZ` is the formula for $Z'$ obtained with $A = 1$, `fun_div` is the first equality and `key` the second. To recognise the variance, expand the square for any real $m$:

$$\sum_x (\Delta U(x) - m)^2\, w_\lambda(x) = N_{\Delta U^2} - 2m\,N_{\Delta U} + m^2 Z .$$

With $m = N_{\Delta U}/Z$ and division by $Z$ this is $\langle \Delta U^2\rangle_\lambda - 2m^2 + m^2 = \langle \Delta U^2\rangle_\lambda - \langle \Delta U\rangle_\lambda^2$. These are `hsum` and `hv` in `hasDerivAt_mean`, which then applies the covariance formula with $A = \Delta U$.

For the free energy,

$$F' = -\frac{1}{\beta}\,\frac{Z'}{Z} = -\frac{1}{\beta}\,\frac{-\beta N_{\Delta U}}{Z} = \langle \Delta U\rangle_\lambda ,$$

where `hZ.log hne` supplies $Z'/Z$ and `mul_inv_cancel₀ hβ` cancels $\beta$. Since this holds at every $\lambda$, the function `deriv (freeEnergy β U0 dU)` equals the mean as a function, and its derivative is $-\beta\,\mathrm{Var}_\lambda(\Delta U)$. The mean is differentiable, hence continuous (`hc`), hence integrable on any bounded interval, and the fundamental theorem of calculus, `intervalIntegral.integral_eq_sub_of_hasDerivAt`, gives the integral formula.

The variance is a sum of squares times positive weights divided by $Z > 0$, so it is nonnegative. If $\Delta U$ is constant it equals its mean at every state (`hm`), every square vanishes and the variance is zero. If $\Delta U(x) \neq \Delta U(y)$, the two values cannot both equal the mean, so some state $z$ has $\Delta U(z) \ne \langle \Delta U\rangle_\lambda$ (`hz`), one term is strictly positive, and `Finset.sum_pos'` makes the sum positive.

For $\beta > 0$ the derivative $-\beta\,\mathrm{Var}_\lambda(\Delta U)$ of the mean is nonpositive everywhere, and negative everywhere when $\Delta U$ is not constant; `antitone_of_deriv_nonpos` and `strictAnti_of_deriv_neg` turn these signs into monotonicity. Conversely, for constant $\Delta U$ the variance is not positive, the derivative is nonnegative, and the mean is non-decreasing (`hmono`), so $\langle \Delta U\rangle_0 \le \langle \Delta U\rangle_1$, which contradicts strict decrease.

The bracket does not use the integral. In window $k$ the mean value theorem provides $c_k$ with $t_k < c_k < t_{k+1}$ and

$$F(t_{k+1}) - F(t_k) = (t_{k+1} - t_k)\,\langle \Delta U\rangle_{c_k}.$$

This is `step`, from `exists_hasDerivAt_eq_slope`, and `choose` collects the points into one function `c`. Summing over $k = 0, \dots, n-1$ telescopes the left side to $F(t_n) - F(t_0)$, which is `htel` through `Finset.sum_range_sub`. Monotonicity gives $\langle \Delta U\rangle_{t_{k+1}} \le \langle \Delta U\rangle_{c_k} \le \langle \Delta U\rangle_{t_k}$. Multiplying by the positive width `hpos k` and summing gives both bounds. When the mean is strictly decreasing every term is strict, and `Finset.sum_lt_sum_of_nonempty` needs $n > 0$ so that there is a term.

## The sign of $\beta$

The numbers in the following two-state example are worked out on paper and were not run through Lean. Take $U_0 = 0$ on both states and $\Delta U$ equal to $0$ and $1$. Then $Z = 1 + e^{-\beta\lambda}$ and $\langle \Delta U\rangle_\lambda = 1/(1 + e^{\beta\lambda})$. Use one window from $0$ to $1$. At $\beta = 1$, `lower` is $1/(1+e) \approx 0.269$, `dF` is $\ln 2 - \ln(1 + e^{-1}) \approx 0.380$ and `upper` is $1/2$, in the order that the theorem states.

At $\beta = -1$ the formulas for $F'$, $F''$ and the integral still apply, since they need only $\beta \ne 0$. But now $F(\lambda) = \ln(1 + e^{\lambda})$, so `dF` is $\ln\frac{1+e}{2} \approx 0.620$, while `upper` is still $1/2$ and `lower` is $e/(1+e) \approx 0.731$. The integrand increases with $\lambda$ and both inequalities fail, so `0 < β` in `mean_antitone` and `quadrature_bracket` is a real strengthening of `β ≠ 0`.

## A reusable technique

Mathlib's derivative combinators (`const_mul`, `exp`, `log`, `fun_div`) return the derivative in the shape that the rule produces, which is rarely the shape wanted. The proofs build the raw statement first and then change its value with `congr_deriv`, which replaces the derivative in a `HasDerivAt` by an equal number. Where quotients are involved, the equality is stated as a local lemma `key` over plain real variables, for example `a b c z` with `z ≠ 0` in `hasDerivAt_avg`, so `field_simp` and `ring` work on these letters and `β` and never see a sum over states. The call `h.congr_deriv (key _ _ _ _ hne)` then lets unification put the Boltzmann sums in place of the letters and match each quotient with `avg` by unfolding its definition.
